# Additivity of the energy in subsystem DFT without a nonadditive term

A density functional can take the value +∞ on densities that are not allowed, or it can be real on an explicit set D of allowed densities. The second convention is used here, and energies are real numbers, so every infimum must be shown to be finite. A density on a finite lattice is a real vector ρ with one component ρ_i per site i, and a potential v couples through v·ρ = Σ_i v_i ρ_i. A pair (D, F) is admissible if D is nonempty, |ρ_i| ≤ R on D for some R, and F ≥ c on D for some c. Its energy is

E(v) = inf over ρ ∈ D of F(ρ) + v·ρ.

## Claim and derivation

Let (D_A, F_A) and (D_B, F_B) be admissible, with constants R, c and S, d and energies E_A, E_B. For a total density ρ, a sum of some a ∈ D_A and b ∈ D_B, set

G(ρ) = inf over a + b = ρ of F_A(a) + F_B(b),

and let E_G be the energy of G. The claim is

E_G(v) = E_A(v) + E_B(v),

and a pair (a, b) reaches this value exactly when a and b both minimise under the same v. By construction, G contains no interaction between the subsystems and no nonadditive kinetic, exchange or correlation term.

Energies are finite because v_i ρ_i ≥ −|v_i| R gives F(ρ) + v·ρ ≥ c − Σ_i |v_i| R. Total densities obey |a_i + b_i| ≤ R + S, and G ≥ c + d, so G is admissible. Every pair is a trial partition of its own sum:

E_G ≤ G(a+b) + v·(a+b) ≤ [F_A(a) + v·a] + [F_B(b) + v·b].   (1)

The infimum over a, then over b, gives E_G ≤ E_A + E_B. Conversely, any partition a + b = ρ has

F_A(a) + F_B(b) ≥ E_A − v·a + E_B − v·b = E_A + E_B − v·ρ.

The infimum over partitions gives G(ρ) + v·ρ ≥ E_A + E_B, and the infimum over ρ gives E_G ≥ E_A + E_B.

Define the excesses Δ_A = F_A(a) + v·a − E_A ≥ 0 and Δ_B = F_B(b) + v·b − E_B ≥ 0. Additivity gives

F_A(a) + F_B(b) + v·(a+b) − E_G = Δ_A + Δ_B.

The left side vanishes iff both excesses do, and if it is at most a tolerance ε, so is each excess. It also vanishes iff both inequalities in (1) are equalities: a + b minimises G + v·ρ and G(a+b) = F_A(a) + F_B(b). Finally, if a functional F with energy E_F has |F − G| ≤ δ on all total densities, then F + v·ρ ≥ E_G − δ and G + v·ρ ≥ E_F − δ, so |E_F − (E_A + E_B)| ≤ δ.

## Formal development

The type `n` labels the sites and `n → ℝ` holds densities and potentials. Positivity or a fixed particle number enter only through the choice of D. Neither convexity nor differentiability is assumed.

In Lean 4 with Mathlib:

```lean
import Mathlib

open Matrix

namespace SubsystemDFT

noncomputable section

variable {n : Type*} {D DA DB : Set (n → ℝ)} {F FA FB : (n → ℝ) → ℝ}

/-- A density functional `F` on a set `D` of lattice densities is admissible if `D` is nonempty,
the site occupations in `D` are uniformly bounded, and `F` is bounded below on `D`. -/
structure Admissible (D : Set (n → ℝ)) (F : (n → ℝ) → ℝ) : Prop where
  nonempty : D.Nonempty
  bounded : ∃ R : ℝ, ∀ ρ ∈ D, ∀ i, |ρ i| ≤ R
  bddBelow : ∃ c : ℝ, ∀ ρ ∈ D, c ≤ F ρ
```

G is `subsystemFunctional`, the `sInf` of the partition values.

```lean
/-- The total densities `a + b` with `a` a density of subsystem A and `b` one of subsystem B. -/
def totalDensities (DA DB : Set (n → ℝ)) : Set (n → ℝ) :=
  {ρ | ∃ a ∈ DA, ∃ b ∈ DB, a + b = ρ}

/-- The values `F_A(a) + F_B(b)` over all partitions `a + b = ρ` of the density `ρ`. -/
def partitionValues (DA DB : Set (n → ℝ)) (FA FB : (n → ℝ) → ℝ) (ρ : n → ℝ) : Set ℝ :=
  {y | ∃ a ∈ DA, ∃ b ∈ DB, a + b = ρ ∧ FA a + FB b = y}

/-- The subsystem functional `G(ρ)`: the infimum of `F_A(a) + F_B(b)` over `a + b = ρ`. -/
def subsystemFunctional (DA DB : Set (n → ℝ)) (FA FB : (n → ℝ) → ℝ) (ρ : n → ℝ) : ℝ :=
  sInf (partitionValues DA DB FA FB ρ)
```

`IsGLB` has two components: `.1` says the number is a lower bound, `.2` that it lies above every other lower bound. In the later proofs a trial density is inserted by `.1` and an infimum is taken by `.2`. Here `isGLB_csInf` receives one partition and the bound c + d.

```lean
/-- At every total density `ρ`, `G(ρ)` is the greatest lower bound of the partition values. -/
theorem partition_isGLB (hA : Admissible DA FA) (hB : Admissible DB FB) {ρ : n → ℝ}
    (hρ : ρ ∈ totalDensities DA DB) :
    IsGLB (partitionValues DA DB FA FB ρ) (subsystemFunctional DA DB FA FB ρ) := by
  obtain ⟨a, ha, b, hb, hab⟩ := hρ
  obtain ⟨c, hc⟩ := hA.bddBelow
  obtain ⟨d, hd⟩ := hB.bddBelow
  refine isGLB_csInf ⟨_, a, ha, b, hb, hab, rfl⟩ ⟨c + d, ?_⟩
  rintro _ ⟨a', ha', b', hb', -, rfl⟩
  exact add_le_add (hc a' ha') (hd b' hb')

/-- The subsystem functional of two admissible functionals is admissible on the total
densities. -/
theorem admissible_subsystem (hA : Admissible DA FA) (hB : Admissible DB FB) :
    Admissible (totalDensities DA DB) (subsystemFunctional DA DB FA FB) := by
  obtain ⟨a, ha⟩ := hA.nonempty
  obtain ⟨b, hb⟩ := hB.nonempty
  obtain ⟨R, hR⟩ := hA.bounded
  obtain ⟨S, hS⟩ := hB.bounded
  obtain ⟨c, hc⟩ := hA.bddBelow
  obtain ⟨d, hd⟩ := hB.bddBelow
  refine ⟨⟨a + b, a, ha, b, hb, rfl⟩, ⟨R + S, ?_⟩, ⟨c + d, fun ρ hρ => ?_⟩⟩
  · rintro _ ⟨a', ha', b', hb', rfl⟩ i
    have h1 := abs_le.1 (hR a' ha' i)
    have h2 := abs_le.1 (hS b' hb' i)
    rw [Pi.add_apply, abs_le]
    constructor <;> linarith [h1.1, h1.2, h2.1, h2.2]
  · refine (partition_isGLB hA hB hρ).2 ?_
    rintro _ ⟨a', ha', b', hb', -, rfl⟩
    exact add_le_add (hc a' ha') (hd b' hb')
```

The coupling v·ρ is `v ⬝ᵥ ρ`. `Minimises` compares ρ with every density σ in D, and membership of ρ in D is a separate hypothesis.

```lean
variable [Fintype n]

/-- The values `F(ρ) + v·ρ` over the densities `ρ` in `D`. -/
def energyValues (D : Set (n → ℝ)) (F : (n → ℝ) → ℝ) (v : n → ℝ) : Set ℝ :=
  {y | ∃ ρ ∈ D, F ρ + v ⬝ᵥ ρ = y}

/-- The energy `E(v)`: the infimum of `F(ρ) + v·ρ` over `D`. -/
def energy (D : Set (n → ℝ)) (F : (n → ℝ) → ℝ) (v : n → ℝ) : ℝ :=
  sInf (energyValues D F v)

/-- The density `ρ` minimises under `v` if no density of `D` has a lower `F + v·ρ`. -/
def Minimises (D : Set (n → ℝ)) (F : (n → ℝ) → ℝ) (v ρ : n → ℝ) : Prop :=
  ∀ σ ∈ D, F ρ + v ⬝ᵥ ρ ≤ F σ + v ⬝ᵥ σ
```

In `energy_isGLB`, `hv` is the bound on v·ρ summed over sites; `minimises_iff` equates minimising with zero excess.

```lean
/-- For an admissible functional, `E(v)` is the greatest lower bound of `F(ρ) + v·ρ` on `D`. -/
theorem energy_isGLB (h : Admissible D F) (v : n → ℝ) :
    IsGLB (energyValues D F v) (energy D F v) := by
  obtain ⟨a, ha⟩ := h.nonempty
  obtain ⟨R, hR⟩ := h.bounded
  obtain ⟨c, hc⟩ := h.bddBelow
  refine isGLB_csInf ⟨_, a, ha, rfl⟩ ⟨c - ∑ i, |v i| * R, ?_⟩
  rintro _ ⟨ρ, hρ, rfl⟩
  -- bounded occupations bound the potential energy from below
  have hv : -(∑ i, |v i| * R) ≤ v ⬝ᵥ ρ := by
    unfold dotProduct
    rw [← Finset.sum_neg_distrib]
    refine Finset.sum_le_sum fun i _ => ?_
    have h1 := neg_abs_le (v i * ρ i)
    rw [abs_mul] at h1
    have h2 := mul_le_mul_of_nonneg_left (hR ρ hρ i) (abs_nonneg (v i))
    linarith
  linarith [hc ρ hρ]

/-- A density of `D` minimises under `v` exactly when `F(ρ) + v·ρ = E(v)`. -/
theorem minimises_iff (h : Admissible D F) (v : n → ℝ) {ρ : n → ℝ} (hρ : ρ ∈ D) :
    Minimises D F v ρ ↔ F ρ + v ⬝ᵥ ρ = energy D F v := by
  constructor
  · intro hm
    refine le_antisymm ((energy_isGLB h v).2 ?_) ((energy_isGLB h v).1 ⟨ρ, hρ, rfl⟩)
    rintro _ ⟨σ, hσ, rfl⟩
    exact hm σ hσ
  · intro he σ hσ
    rw [he]
    exact (energy_isGLB h v).1 ⟨σ, hσ, rfl⟩
```

In the first branch of `energy_additive`, the inner `h1` and `h2` are the inequalities of (1), and the inequalities `ha` and `hb` take the infimum over a and over b. In the second, `h` is the infimum over partitions.

```lean
/-- The infimum of `G(ρ) + v·ρ` over total densities equals `E_A(v) + E_B(v)`. -/
theorem energy_additive (hA : Admissible DA FA) (hB : Admissible DB FB) (v : n → ℝ) :
    energy (totalDensities DA DB) (subsystemFunctional DA DB FA FB) v
      = energy DA FA v + energy DB FB v := by
  have hG := energy_isGLB (admissible_subsystem hA hB) v
  apply le_antisymm
  · -- every pair is a trial partition; take the infimum over a, then over b
    have hb : energy (totalDensities DA DB) (subsystemFunctional DA DB FA FB) v
        - energy DA FA v ≤ energy DB FB v := by
      refine (energy_isGLB hB v).2 ?_
      rintro _ ⟨b, hb, rfl⟩
      have ha : energy (totalDensities DA DB) (subsystemFunctional DA DB FA FB) v
          - (FB b + v ⬝ᵥ b) ≤ energy DA FA v := by
        refine (energy_isGLB hA v).2 ?_
        rintro _ ⟨a, ha, rfl⟩
        have hab : a + b ∈ totalDensities DA DB := ⟨a, ha, b, hb, rfl⟩
        have h1 := hG.1 ⟨a + b, hab, rfl⟩
        have h2 := (partition_isGLB hA hB hab).1 ⟨a, ha, b, hb, rfl, rfl⟩
        rw [dotProduct_add] at h1
        linarith
      linarith
    linarith
  · -- `E_A + E_B - v·ρ` lies below every partition value of `ρ`
    refine hG.2 ?_
    rintro _ ⟨ρ, hρ, rfl⟩
    have h : energy DA FA v + energy DB FB v - v ⬝ᵥ ρ ≤ subsystemFunctional DA DB FA FB ρ := by
      refine (partition_isGLB hA hB hρ).2 ?_
      rintro _ ⟨a, ha, b, hb, rfl, rfl⟩
      have h1 := (energy_isGLB hA v).1 ⟨a, ha, rfl⟩
      have h2 := (energy_isGLB hB v).1 ⟨b, hb, rfl⟩
      rw [dotProduct_add]
      linarith
    linarith
```

In `pair_attains_iff`, `h1` and `h2` are Δ_A ≥ 0 and Δ_B ≥ 0; in `optimal_partition_iff` they are the chain (1). Both characterise minimisers without asserting that any exist.

```lean
/-- A pair of subsystem densities has `F_A(a) + F_B(b) + v·(a + b)` equal to the infimum of
`G + v·ρ` exactly when `a` and `b` both minimise under the same potential `v`. -/
theorem pair_attains_iff (hA : Admissible DA FA) (hB : Admissible DB FB) (v : n → ℝ)
    {a b : n → ℝ} (ha : a ∈ DA) (hb : b ∈ DB) :
    FA a + FB b + v ⬝ᵥ (a + b)
        = energy (totalDensities DA DB) (subsystemFunctional DA DB FA FB) v
      ↔ Minimises DA FA v a ∧ Minimises DB FB v b := by
  rw [energy_additive hA hB, minimises_iff hA v ha, minimises_iff hB v hb, dotProduct_add]
  -- the excess of the pair is a sum of two nonnegative excesses
  have h1 := (energy_isGLB hA v).1 ⟨a, ha, rfl⟩
  have h2 := (energy_isGLB hB v).1 ⟨b, hb, rfl⟩
  constructor
  · intro h
    constructor <;> linarith
  · rintro ⟨h3, h4⟩
    linarith

/-- The density `a + b` minimises `G + v·ρ` with `G(a + b) = F_A(a) + F_B(b)` exactly when
`a` and `b` both minimise under the same potential `v`. -/
theorem optimal_partition_iff (hA : Admissible DA FA) (hB : Admissible DB FB) (v : n → ℝ)
    {a b : n → ℝ} (ha : a ∈ DA) (hb : b ∈ DB) :
    (Minimises (totalDensities DA DB) (subsystemFunctional DA DB FA FB) v (a + b)
        ∧ subsystemFunctional DA DB FA FB (a + b) = FA a + FB b)
      ↔ Minimises DA FA v a ∧ Minimises DB FB v b := by
  have hab : a + b ∈ totalDensities DA DB := ⟨a, ha, b, hb, rfl⟩
  rw [← pair_attains_iff hA hB v ha hb, minimises_iff (admissible_subsystem hA hB) v hab]
  have h1 := (energy_isGLB (admissible_subsystem hA hB) v).1 ⟨a + b, hab, rfl⟩
  have h2 := (partition_isGLB hA hB hab).1 ⟨a, ha, b, hb, rfl, rfl⟩
  constructor
  · rintro ⟨h3, h4⟩
    linarith
  · intro h
    constructor <;> linarith
```

The error bounds follow. The uniform bound `hF` on the difference F − G is assumed, not derived for any physical functional; admissibility of F is deduced from it in `hFa`.

```lean
/-- If `F_A(a) + F_B(b) + v·(a + b)` exceeds the infimum of `G + v·ρ` by at most `ε`, then each
subsystem exceeds its own energy under `v` by at most `ε`. -/
theorem near_optimal_pair (hA : Admissible DA FA) (hB : Admissible DB FB) (v : n → ℝ)
    {a b : n → ℝ} (ha : a ∈ DA) (hb : b ∈ DB) {ε : ℝ}
    (h : FA a + FB b + v ⬝ᵥ (a + b)
      ≤ energy (totalDensities DA DB) (subsystemFunctional DA DB FA FB) v + ε) :
    FA a + v ⬝ᵥ a ≤ energy DA FA v + ε ∧ FB b + v ⬝ᵥ b ≤ energy DB FB v + ε := by
  rw [energy_additive hA hB, dotProduct_add] at h
  have h1 := (energy_isGLB hA v).1 ⟨a, ha, rfl⟩
  have h2 := (energy_isGLB hB v).1 ⟨b, hb, rfl⟩
  constructor <;> linarith

/-- If a functional `F` differs from `G` by at most `δ` on all total densities, its energy
differs from `E_A(v) + E_B(v)` by at most `δ`. -/
theorem nonadditive_error (hA : Admissible DA FA) (hB : Admissible DB FB) (v : n → ℝ) {δ : ℝ}
    (hF : ∀ ρ ∈ totalDensities DA DB, |F ρ - subsystemFunctional DA DB FA FB ρ| ≤ δ) :
    |energy (totalDensities DA DB) F v - (energy DA FA v + energy DB FB v)| ≤ δ := by
  have hG := admissible_subsystem hA hB
  obtain ⟨c, hc⟩ := hG.bddBelow
  -- `F` inherits a lower bound from `G`
  have hFa : Admissible (totalDensities DA DB) F :=
    ⟨hG.nonempty, hG.bounded, c - δ, fun ρ hρ => by
      linarith [hc ρ hρ, (abs_le.1 (hF ρ hρ)).1]⟩
  rw [← energy_additive hA hB]
  have h1 : energy (totalDensities DA DB) (subsystemFunctional DA DB FA FB) v - δ
      ≤ energy (totalDensities DA DB) F v := by
    refine (energy_isGLB hFa v).2 ?_
    rintro _ ⟨ρ, hρ, rfl⟩
    linarith [(energy_isGLB hG v).1 ⟨ρ, hρ, rfl⟩, (abs_le.1 (hF ρ hρ)).1]
  have h2 : energy (totalDensities DA DB) F v - δ
      ≤ energy (totalDensities DA DB) (subsystemFunctional DA DB FA FB) v := by
    refine (energy_isGLB hG v).2 ?_
    rintro _ ⟨ρ, hρ, rfl⟩
    linarith [(energy_isGLB hFa v).1 ⟨ρ, hρ, rfl⟩, (abs_le.1 (hF ρ hρ)).2]
  rw [abs_le]
  constructor <;> linarith
```

An admissible example is ρ·ρ with 0 ≤ ρ_i ≤ 1.

```lean
/-- The functional `ρ·ρ` on densities with occupations between 0 and 1 is admissible. -/
theorem admissible_witness :
    Admissible {ρ : n → ℝ | ∀ i, 0 ≤ ρ i ∧ ρ i ≤ 1} (fun ρ => ρ ⬝ᵥ ρ) := by
  refine ⟨⟨0, fun i => ⟨le_rfl, zero_le_one⟩⟩, ⟨1, fun ρ hρ i => ?_⟩, ⟨0, fun ρ _ => ?_⟩⟩
  · rw [abs_of_nonneg (hρ i).1]
    exact (hρ i).2
  · exact Finset.sum_nonneg fun i _ => mul_self_nonneg (ρ i)

end

end SubsystemDFT
```

```lean
#print axioms SubsystemDFT.energy_additive
#print axioms SubsystemDFT.optimal_partition_iff
#print axioms SubsystemDFT.near_optimal_pair
#print axioms SubsystemDFT.nonadditive_error
```

```
'SubsystemDFT.energy_additive' depends on axioms: [propext, Classical.choice, Quot.sound]
'SubsystemDFT.optimal_partition_iff' depends on axioms: [propext, Classical.choice, Quot.sound]
'SubsystemDFT.near_optimal_pair' depends on axioms: [propext, Classical.choice, Quot.sound]
'SubsystemDFT.nonadditive_error' depends on axioms: [propext, Classical.choice, Quot.sound]
```

## Examples and remarks

What follows is argued on paper and is not among the theorems above. On one site, with F_A(a) = a² and F_B(b) = b² on [0, 1], the even split gives G(ρ) = ρ²/2 on [0, 2]. For −2 ≤ v ≤ 0 the minimisers are a = b = −v/2 and ρ = −v, with E_A = E_B = −v²/4 and E_G = −v²/2.

It is tempting to omit the condition G(a+b) = F_A(a) + F_B(b) from `optimal_partition_iff`. At v = −1 the pair a = 1, b = 0 sums to the minimiser ρ = 1, yet neither part equals 1/2, and F_A + F_B = 1 exceeds G(1) = 1/2.

Without `bounded`, take one site, D_A = ℝ, D_B = {1}, F_A = F_B = 0 and v = 1. The true E_A and E_G are −∞, but `sInf` of a set unbounded below is 0, so `energy_additive` would read 0 = 0 + 1.

Since G is admissible, it can serve as subsystem A beside a third admissible subsystem C with energy E_C, and the energy of the three together is then E_A + E_B + E_C.
